# For a bounded operator A on a Hilbert space, the series of terms Aᵏv/k! sums to exp(A)v

Applying the exponential of an operator to a state vector is the basic step of time propagation in quantum mechanics. The theorem `exp_apply_hasSum` says that for a bounded linear operator A on a complex Hilbert space and any vector v, the vectors Aᵏv/k! sum to exp(A)v. The space may be infinite-dimensional, A need not be self-adjoint and v need not be normalised; the Krylov space defined earlier in the file plays no part in the statement. The attempt first shows that the operator series converges, by comparing norms with ‖A‖ᵏ/k!, then identifies its sum as exp(A) and evaluates at v.

The first attempt, which Lean rejects:

```lean
import Mathlib

open Complex

namespace KrylovPropagation

noncomputable section

variable {E : Type*} [NormedAddCommGroup E] [InnerProductSpace ℂ E]

/-- The Krylov space spanned by `v, A v, ..., A^(m-1) v`. -/
def krylovSpace (A : E →L[ℂ] E) (v : E) (m : ℕ) : Submodule ℂ E :=
  Submodule.span ℂ (Set.range fun k : Fin m => (A ^ (k : ℕ)) v)

instance (A : E →L[ℂ] E) (v : E) (m : ℕ) : FiniteDimensional ℂ (krylovSpace A v m) :=
  FiniteDimensional.span_of_finite ℂ (Set.finite_range _)

variable [CompleteSpace E]

/-- The propagated vector `exp(A) v` is the sum of the series `A^k v / k!`. -/
theorem exp_apply_hasSum (A : E →L[ℂ] E) (v : E) :
    HasSum (fun k : ℕ => ((k.factorial : ℂ)⁻¹) • (A ^ k) v) (NormedSpace.exp A v) := by
  have hs : Summable (fun k : ℕ => ((k.factorial : ℂ)⁻¹) • A ^ k) := by
    refine Summable.of_norm_bounded (Real.summable_pow_div_factorial ‖A‖) fun k => ?_
    have h : ‖A ^ k‖ ≤ ‖A‖ ^ k :=
      ContinuousLinearMap.opNorm_le_bound _ (by positivity) (norm_pow_apply_le A k)
    rw [norm_smul, norm_inv, Complex.norm_natCast, div_eq_inv_mul]
    exact mul_le_mul_of_nonneg_left h (by positivity)
  have h : HasSum (fun k : ℕ => ((k.factorial : ℂ)⁻¹) • A ^ k) (NormedSpace.exp A) := by
    rw [NormedSpace.exp_eq_tsum (𝕂 := ℂ)]
    exact hs.hasSum
  exact (ContinuousLinearMap.apply ℂ E v).hasSum h

end

end KrylovPropagation
```

The compiler's answer:

```
Main.lean:26:61: error(lean.unknownIdentifier): Unknown identifier `norm_pow_apply_le`
Main.lean:20:0: error: (deterministic) timeout at `whnf`, maximum number of heartbeats (200000) has been reached

Note: Use `set_option maxHeartbeats <num>` to set the limit.

Hint: Additional diagnostic information may be available using the `set_option diagnostics true` command.
```

Fix (accepted with no message):

```diff
@@ -21,14 +21,12 @@
 theorem exp_apply_hasSum (A : E →L[ℂ] E) (v : E) :
     HasSum (fun k : ℕ => ((k.factorial : ℂ)⁻¹) • (A ^ k) v) (NormedSpace.exp A v) := by
-  have hs : Summable (fun k : ℕ => ((k.factorial : ℂ)⁻¹) • A ^ k) := by
-    refine Summable.of_norm_bounded (Real.summable_pow_div_factorial ‖A‖) fun k => ?_
-    have h : ‖A ^ k‖ ≤ ‖A‖ ^ k :=
-      ContinuousLinearMap.opNorm_le_bound _ (by positivity) (norm_pow_apply_le A k)
-    rw [norm_smul, norm_inv, Complex.norm_natCast, div_eq_inv_mul]
-    exact mul_le_mul_of_nonneg_left h (by positivity)
-  have h : HasSum (fun k : ℕ => ((k.factorial : ℂ)⁻¹) • A ^ k) (NormedSpace.exp A) := by
-    rw [NormedSpace.exp_eq_tsum (𝕂 := ℂ)]
-    exact hs.hasSum
-  exact (ContinuousLinearMap.apply ℂ E v).hasSum h
+  have h : HasSum (fun k : ℕ => ((k.factorial : ℂ)⁻¹) • A ^ k) (NormedSpace.exp A) :=
+    NormedSpace.exp_series_hasSum_exp' (𝕂 := ℂ) A
+  -- evaluation at v is continuous and linear
+  have e1 : ∀ B : E →L[ℂ] E, ContinuousLinearMap.apply ℂ E v B = B v := fun _ => rfl
+  have e2 : ∀ (c : ℂ) (B : E →L[ℂ] E), (c • B) v = c • B v := fun _ _ => rfl
+  have h2 := (ContinuousLinearMap.apply ℂ E v).hasSum h
+  simp only [e1, e2] at h2
+  exact h2
 
 end
```

Cause. The first error says that Lean knows nothing called `norm_pow_apply_le`. The attempt needed it for the bound ‖Aᵏx‖ ≤ ‖A‖ᵏ‖x‖, on which its convergence argument rests. The repair drops that argument and takes the convergence of the operator series to exp(A) from Mathlib's `NormedSpace.exp_series_hasSum_exp'`, so the missing name is no longer needed.

The second error is a timeout in `whnf`, the routine that unfolds terms, and it is reported against the whole theorem, not a particular step. The likeliest place is the last `exact`. There Lean had to see, by unfolding, that the evaluation map `ContinuousLinearMap.apply ℂ E v` applied to each term of the operator series gives the vector in the goal. The repair states the two facts needed as small equations, `e1` for evaluation and `e2` for scalar multiples, each proved by `rfl`. `simp only` then rewrites the result into the form of the goal, and the closing `exact h2` has little left to unfold.
